# Ensemble Hellmann-Feynman theorem for differentiable weighted energies in finite dimension

Let \(H_0\) and \(V\) be Hermitian operators on an \(N\)-dimensional complex inner product space. Let \(\varepsilon_0(s)\le\dots\le\varepsilon_{N-1}(s)\) be the eigenvalues of \(H_0+sV\), repeated according to multiplicity, and let \(w_0\ge\dots\ge w_{N-1}\) be fixed real weights. If the ensemble energy

\[
W(s)=\sum_i w_i\,\varepsilon_i(s)
\]

is differentiable at \(s=0\), then

\[
W'(0)=\sum_i w_i\,\langle\psi_i|V|\psi_i\rangle
\]

for every orthonormal eigenbasis \(\psi_0,\dots,\psi_{N-1}\) of \(H_0\) listed in order of nondecreasing energy.

The physical difficulty is degeneracy. The usual derivation of the Hellmann-Feynman formula differentiates an eigenstate, but inside a degenerate level of \(H_0\) the eigenstates are a matter of choice, and the ordered eigenvalues can have kinks. For \(H_0=0\) and \(V=\sigma_z\) the two levels are \(-|s|\) and \(|s|\), so \(W(s)=-(w_0-w_1)|s|\), which is smooth at zero coupling only for equal weights. The derivation below never differentiates a state. It uses a variational principle for the whole ensemble.

Where the weighted energy is differentiable, the result gives the first-order response of a weighted average of full configuration interaction energies to a static field, for a fixed finite basis and a coupling linear in the field strength.

In Lean 4 with Mathlib:

```lean
import Mathlib

open Finset

namespace EnsembleHellmannFeynman

noncomputable section

variable {N : ℕ} {E : Type*} [NormedAddCommGroup E] [InnerProductSpace ℂ E]
```

## Expectation values and ordered eigenbases

For a Hermitian operator \(H\) the number \(\langle\varphi|H\varphi\rangle\) is real, and for a unit vector \(\varphi\) it is the expectation value of \(H\).

```lean
/-- The real part of the inner product of `φ` with `H φ`. For symmetric `H` and a unit vector `φ`
this is the expectation value of `H` in the state `φ`. -/
def expectation (H : E →ₗ[ℂ] E) (φ : E) : ℝ := (inner ℂ φ (H φ)).re
```

The definition takes the real part, so that the result has type `ℝ`. It does not divide by the norm: for a general nonzero \(\varphi\) the normalised expectation value is `expectation H φ` divided by \(\|\varphi\|^2\). In the main theorem it is applied only to members of orthonormal bases. As in physics, the inner product is linear in its second argument.

An ordered eigenbasis satisfies \(H\psi_i=e_i\psi_i\) with \(e_0\le e_1\le\dots\le e_{N-1}\). Within a degenerate level any orthonormal choice and any order are allowed.

```lean
/-- The orthonormal basis `ψ` consists of eigenvectors of `H`, listed with
nondecreasing energies `e`. -/
structure IsOrderedEigenbasis (H : E →ₗ[ℂ] E) (e : Fin N → ℝ)
    (ψ : OrthonormalBasis (Fin N) ℂ E) : Prop where
  mono : Monotone e
  eigen : ∀ i, H (ψ i) = (e i : ℂ) • ψ i
```

## The coupled Hamiltonian is Hermitian

The Hamiltonian at coupling strength \(s\) is \(H_0+sV\), with \(s\) real.

```lean
/-- The Hamiltonian `H0 + s V` at coupling strength `s`. -/
def perturbed (H0 V : E →ₗ[ℂ] E) (s : ℝ) : E →ₗ[ℂ] E := H0 + (s : ℂ) • V
```

Moving it from one side of the inner product to the other gives

\[
\langle (H_0+sV)x|y\rangle=\langle H_0x|y\rangle+\bar s\,\langle Vx|y\rangle=\langle x|H_0y\rangle+s\,\langle x|Vy\rangle ,
\]

because \(\bar s=s\).

```lean
/-- If `H0` and `V` are symmetric, so is `H0 + s V` for every real `s`. -/
theorem perturbed_isSymmetric {H0 V : E →ₗ[ℂ] E} (h0 : H0.IsSymmetric)
    (hV : V.IsSymmetric) (s : ℝ) : (perturbed H0 V s).IsSymmetric := by
  intro x y
  show inner ℂ (H0 x + (s : ℂ) • V x) y = inner ℂ x (H0 y + (s : ℂ) • V y)
  rw [inner_add_left, inner_add_right, inner_smul_left, inner_smul_right,
    Complex.conj_ofReal, h0 x y, hV x y]
```

`IsSymmetric` is Mathlib's term for what physicists call Hermitian. The rewriting uses `Complex.conj_ofReal` for \(\bar s=s\), and `h0` and `hV` for the two operators.

## Mixing energies cannot lower the weighted sum

Let \(P\) be a doubly stochastic matrix: its entries are nonnegative, and every row and every column sums to 1. Suppose the energies are nondecreasing and the weights nonincreasing. Then

\[
\sum_i w_i e_i\le\sum_i w_i\sum_j P_{ij}e_j .
\]

By Birkhoff's theorem \(P\) is an average of permutation matrices, with coefficients \(c_\sigma\ge0\) and \(\sum_\sigma c_\sigma=1\), so \(\sum_jP_{ij}e_j=\sum_\sigma c_\sigma e_{\sigma(i)}\). It is therefore enough to treat one permutation. If \(i<j\) but \(e_{\sigma(i)}>e_{\sigma(j)}\), exchanging these two energies changes the weighted sum by

\[
(w_i-w_j)\,(e_{\sigma(j)}-e_{\sigma(i)})\le0 .
\]

Repeated exchanges lead to the sorted order, hence \(\sum_iw_ie_i\le\sum_iw_ie_{\sigma(i)}\). Averaging over \(\sigma\) with the coefficients \(c_\sigma\) gives the claim.

```lean
/-- For nonincreasing weights and nondecreasing energies, mixing the energies with a
doubly stochastic matrix cannot lower the weighted sum. -/
theorem weighted_sum_le_mixed {w e : Fin N → ℝ} (hw : Antitone w) (he : Monotone e)
    {P : Matrix (Fin N) (Fin N) ℝ} (hP : P ∈ doublyStochastic ℝ (Fin N)) :
    ∑ i, w i * e i ≤ ∑ i, w i * ∑ j, P i j * e j := by
  -- Birkhoff: the mixing is an average of permutations
  obtain ⟨c, hc, hc1, rfl⟩ := exists_eq_sum_perm_of_mem_doublyStochastic hP
  have hperm : ∀ σ : Equiv.Perm (Fin N), ∑ i, w i * e i ≤ ∑ i, w i * e (σ i) :=
    fun σ => (hw.antivary he).sum_mul_le_sum_mul_comp_perm
  have hrow : ∀ i, ∑ j, (∑ σ : Equiv.Perm (Fin N), c σ • σ.permMatrix ℝ) i j * e j
      = ∑ σ : Equiv.Perm (Fin N), c σ * e (σ i) := by
    intro i
    simp only [Matrix.sum_apply, Matrix.smul_apply, smul_eq_mul, Finset.sum_mul]
    rw [Finset.sum_comm]
    refine Finset.sum_congr rfl fun σ _ => ?_
    simp [Equiv.Perm.permMatrix, PEquiv.toMatrix_apply, Equiv.toPEquiv_apply]
  calc ∑ i, w i * e i = ∑ σ, c σ * ∑ i, w i * e i := by
        rw [← Finset.sum_mul, hc1, one_mul]
    _ ≤ ∑ σ, c σ * ∑ i, w i * e (σ i) :=
        Finset.sum_le_sum fun σ _ => mul_le_mul_of_nonneg_left (hperm σ) (hc σ)
    _ = _ := by
        simp only [hrow, Finset.mul_sum]
        rw [Finset.sum_comm]
        exact Finset.sum_congr rfl fun i _ => Finset.sum_congr rfl fun σ _ => by ring
```

`Antitone` means nonincreasing and `Monotone` nondecreasing. Mathlib supplies Birkhoff's theorem in the `obtain` line and the rearrangement inequality in `hperm`. The statement `hrow` evaluates one row of the mixed energies, and the `calc` block carries out the average over permutations.

## Squared overlaps as probabilities

Expand a state in an eigenbasis of \(H\), \(\varphi=\sum_j\langle\psi_j|\varphi\rangle\psi_j\), and apply \(H\):

\[
H\varphi=\sum_j e_j\langle\psi_j|\varphi\rangle\,\psi_j,
\qquad
\langle\varphi|H\varphi\rangle=\sum_j|\langle\psi_j|\varphi\rangle|^2\,e_j .
\]

```lean
/-- If `ψ` is an ordered eigenbasis of `H` with energies `e`, then for every vector `φ` the number
`expectation H φ` is the sum of the energies weighted with the squared overlaps between `φ` and the
eigenvectors. -/
theorem expectation_eq_sum {H : E →ₗ[ℂ] E} {e : Fin N → ℝ}
    {ψ : OrthonormalBasis (Fin N) ℂ E} (h : IsOrderedEigenbasis H e ψ) (φ : E) :
    expectation H φ = ∑ j, ‖inner ℂ (ψ j) φ‖ ^ 2 * e j := by
  have hH : H φ = ∑ j, (inner ℂ (ψ j) φ * (e j : ℂ)) • ψ j := by
    conv_lhs => rw [← ψ.sum_repr' φ]
    simp only [map_sum, map_smul, h.eigen, smul_smul]
  rw [expectation, hH, inner_sum, Complex.re_sum]
  refine Finset.sum_congr rfl fun j _ => ?_
  rw [inner_smul_right, ← inner_conj_symm φ (ψ j), Complex.sq_norm, Complex.normSq_apply]
  simp only [Complex.mul_re, Complex.mul_im, Complex.conj_re, Complex.conj_im,
    Complex.ofReal_re, Complex.ofReal_im]
  ring
```

The first formula is `hH`. The remaining lines take the inner product with \(\varphi\) and identify \(\langle\psi_j|\varphi\rangle\langle\varphi|\psi_j\rangle\) with the squared modulus.

## The ensemble variational principle

Take any orthonormal basis \(\varphi_i\) as a trial ensemble and set \(P_{ij}=|\langle\psi_j|\varphi_i\rangle|^2\). Since both bases are complete and normalised,

\[
\sum_jP_{ij}=\|\varphi_i\|^2=1,\qquad \sum_iP_{ij}=\|\psi_j\|^2=1 ,
\]

so \(P\) is doubly stochastic. The two preceding results combine to

\[
\sum_iw_ie_i\le\sum_iw_i\sum_jP_{ij}e_j=\sum_iw_i\langle\varphi_i|H|\varphi_i\rangle .
\]

```lean
/-- Ensemble variational principle: for nonincreasing weights, no orthonormal basis `φ`
has a weighted energy below that of an ordered eigenbasis. -/
theorem ensemble_variational {H : E →ₗ[ℂ] E} {w e : Fin N → ℝ} (hw : Antitone w)
    {ψ : OrthonormalBasis (Fin N) ℂ E} (h : IsOrderedEigenbasis H e ψ)
    (φ : OrthonormalBasis (Fin N) ℂ E) :
    ∑ i, w i * e i ≤ ∑ i, w i * expectation H (φ i) := by
  -- squared overlaps of two orthonormal bases are doubly stochastic
  have hP : (Matrix.of fun i j => ‖inner ℂ (ψ j) (φ i)‖ ^ 2) ∈
      doublyStochastic ℝ (Fin N) := by
    refine mem_doublyStochastic_iff_sum.2 ⟨fun i j => sq_nonneg _, fun i => ?_, fun j => ?_⟩
    · have := ψ.sum_sq_norm_inner_right (φ i)
      rw [φ.orthonormal.1 i, one_pow] at this
      exact this
    · have := φ.sum_sq_norm_inner_left (ψ j)
      rw [ψ.orthonormal.1 j, one_pow] at this
      exact this
  have := weighted_sum_le_mixed hw h.mono hP
  simp_rw [expectation_eq_sum h]
  exact this
```

The two bullets in `hP` are the row and column sums. For \(N\ge1\), the weights \((1,0,\dots,0)\) turn the inequality into the Rayleigh-Ritz bound for the ground state.

## Levels and the ensemble energy

The levels of a Hermitian operator are its eigenvalues with multiplicity, sorted upwards. Counting starts at \(i=0\), which is the ground state.

```lean
variable [FiniteDimensional ℂ E]

/-- The eigenvalues of a symmetric operator, with multiplicity, sorted from the lowest
upwards and counted from `i = 0`. -/
def level {H : E →ₗ[ℂ] E} (hH : H.IsSymmetric) (hN : Module.finrank ℂ E = N)
    (i : Fin N) : ℝ :=
  hH.eigenvalues hN (Tuple.sort (hH.eigenvalues hN) i)
```

The hypothesis `hN` says that the space has dimension \(N\), so there is one index per level. `Tuple.sort` is the permutation that puts Mathlib's list of eigenvalues into nondecreasing order.

The ensemble energy \(W(s)=\sum_iw_i\varepsilon_i(s)\) uses the levels of \(H_0+sV\).

```lean
/-- The ensemble energy `W(s)`: the sum of `w i` times the `i`-th level of `H0 + s V`. -/
def ensembleEnergy (w : Fin N → ℝ) {H0 V : E →ₗ[ℂ] E} (h0 : H0.IsSymmetric)
    (hV : V.IsSymmetric) (hN : Module.finrank ℂ E = N) (s : ℝ) : ℝ :=
  ∑ i, w i * level (perturbed_isSymmetric h0 hV s) hN i
```

The weights need not sum to 1 and may be negative. If they are nonnegative and not all zero, they describe a physical ensemble, whose normalised average energy is \(W(s)/\sum_iw_i\). An ensemble of the lowest \(M\) states with nonnegative, nonincreasing weights is included by giving all higher states weight zero. The weights do not change with \(s\), so Boltzmann factors recomputed at each coupling are a different problem.

## Every ordered eigenbasis gives the same ensemble energy

The spectral theorem provides an orthonormal eigenbasis, and listing it in the order of the sorted eigenvalues makes it an ordered eigenbasis.

```lean
/-- Every symmetric operator has an ordered eigenbasis whose energies are its levels. -/
theorem exists_orderedEigenbasis {H : E →ₗ[ℂ] E} (hH : H.IsSymmetric)
    (hN : Module.finrank ℂ E = N) :
    ∃ ψ : OrthonormalBasis (Fin N) ℂ E, IsOrderedEigenbasis H (level hH hN) ψ :=
  ⟨(hH.eigenvectorBasis hN).reindex (Tuple.sort (hH.eigenvalues hN)).symm,
    Tuple.monotone_sort _, fun i => by
      rw [OrthonormalBasis.reindex_apply, Equiv.symm_symm]
      exact hH.apply_eigenvectorBasis hN _⟩
```

The call to `reindex` performs this relabelling.

Now let \(\psi\) be any ordered eigenbasis of \(H\) with energies \(e_i\), and let \(\chi\) be the one just constructed, with the levels \(\varepsilon_i\) of \(H\) as its energies. Each may serve as a trial ensemble for the other. Because \(\langle\psi_i|H|\psi_i\rangle=e_i\) and \(\langle\chi_i|H|\chi_i\rangle=\varepsilon_i\), the variational principle gives

\[
\sum_iw_i\varepsilon_i\le\sum_iw_ie_i\qquad\text{and}\qquad\sum_iw_ie_i\le\sum_iw_i\varepsilon_i ,
\]

so the two sums are equal.

```lean
/-- For nonincreasing weights, the weighted sum of the levels can be computed from the
energies of any ordered eigenbasis. -/
theorem sum_level_eq {H : E →ₗ[ℂ] E} (hH : H.IsSymmetric) (hN : Module.finrank ℂ E = N)
    {w e : Fin N → ℝ} (hw : Antitone w) {ψ : OrthonormalBasis (Fin N) ℂ E}
    (h : IsOrderedEigenbasis H e ψ) :
    ∑ i, w i * level hH hN i = ∑ i, w i * e i := by
  have hdiag : ∀ {e' : Fin N → ℝ} {χ : OrthonormalBasis (Fin N) ℂ E},
      IsOrderedEigenbasis H e' χ → ∀ i, expectation H (χ i) = e' i := by
    intro e' χ h' i
    simp [expectation, h'.eigen, inner_self_eq_norm_sq_to_K,
      χ.orthonormal.1 i]
  obtain ⟨χ, hχ⟩ := exists_orderedEigenbasis hH hN
  -- each eigenbasis is a trial ensemble for the other
  have h1 := ensemble_variational hw hχ ψ
  have h2 := ensemble_variational hw h χ
  simp only [hdiag h] at h1
  simp only [hdiag hχ] at h2
  exact le_antisymm h1 h2
```

Here `hdiag` evaluates the expectation value in an eigenstate, and `h1` and `h2` are the two inequalities.

## Equal slopes at zero coupling

Keep the eigenbasis \(\psi\) of \(H_0\) fixed and use it as a trial ensemble at every coupling. With

\[
A=\sum_iw_i\langle\psi_i|H_0|\psi_i\rangle,\qquad D=\sum_iw_i\langle\psi_i|V|\psi_i\rangle ,
\]

its weighted energy at coupling \(s\) is \(A+sD\), a straight line. The variational principle for \(H_0+sV\) gives \(W(s)\le A+sD\) for all real \(s\), and the previous step gives \(W(0)=A\). The difference

\[
g(s)=A+sD-W(s)
\]

is therefore nonnegative and vanishes at \(s=0\), where it has a minimum. Since \(W\) is differentiable there, so is \(g\), and

\[
0=g'(0)=D-W'(0),
\]

which is the Hellmann-Feynman formula for the ensemble.

```lean
/-- Ensemble Hellmann-Feynman theorem: for symmetric `H0`, `V` and nonincreasing weights,
if `W` is differentiable at `0`, then its derivative there is the weighted sum of the
expectation values of `V` in any ordered eigenbasis of `H0`. -/
theorem ensemble_hellmann_feynman {H0 V : E →ₗ[ℂ] E} (h0 : H0.IsSymmetric)
    (hV : V.IsSymmetric) (hN : Module.finrank ℂ E = N) {w e : Fin N → ℝ}
    (hw : Antitone w) {ψ : OrthonormalBasis (Fin N) ℂ E}
    (hψ : IsOrderedEigenbasis H0 e ψ)
    (hW : DifferentiableAt ℝ (ensembleEnergy w h0 hV hN) 0) :
    HasDerivAt (ensembleEnergy w h0 hV hN) (∑ i, w i * expectation V (ψ i)) 0 := by
  have hzero : perturbed H0 V 0 = H0 := by simp [perturbed]
  have hW0 : ensembleEnergy w h0 hV hN 0 = ∑ i, w i * expectation H0 (ψ i) := by
    have h1 := sum_level_eq (perturbed_isSymmetric h0 hV 0) hN hw
      (show IsOrderedEigenbasis (perturbed H0 V 0) e ψ by rw [hzero]; exact hψ)
    refine h1.trans (Finset.sum_congr rfl fun i _ => ?_)
    simp [expectation, hψ.eigen, inner_self_eq_norm_sq_to_K,
      ψ.orthonormal.1 i]
  -- the frozen eigenbasis of `H0` is a trial ensemble at every coupling
  have hle : ∀ s, ensembleEnergy w h0 hV hN s ≤
      ∑ i, w i * expectation H0 (ψ i) + s * ∑ i, w i * expectation V (ψ i) := by
    intro s
    obtain ⟨χ, hχ⟩ := exists_orderedEigenbasis (perturbed_isSymmetric h0 hV s) hN
    refine (ensemble_variational hw hχ ψ).trans_eq ?_
    rw [Finset.mul_sum, ← Finset.sum_add_distrib]
    refine Finset.sum_congr rfl fun i _ => ?_
    have : expectation (perturbed H0 V s) (ψ i)
        = expectation H0 (ψ i) + s * expectation V (ψ i) := by
      simp [expectation, perturbed]
    rw [this]
    ring
  generalize (∑ i, w i * expectation H0 (ψ i)) = A at hW0 hle
  generalize (∑ i, w i * expectation V (ψ i)) = D at hle ⊢
  -- the trial energy minus the exact one is minimal at zero coupling
  have hmin : IsLocalMin (fun s => A + s * D - ensembleEnergy w h0 hV hN s) 0 :=
    Filter.Eventually.of_forall fun s => by
      show A + 0 * D - ensembleEnergy w h0 hV hN 0 ≤ A + s * D - ensembleEnergy w h0 hV hN s
      linarith [hle s]
  have hg := (((hasDerivAt_id' (0 : ℝ)).mul_const D).const_add A).fun_sub hW.hasDerivAt
  have hstat := hmin.hasDerivAt_eq_zero hg
  exact hW.hasDerivAt.congr_deriv (by linarith)

end

end EnsembleHellmannFeynman
```

In the proof, `hW0` is \(W(0)=A\) and `hle` is the bound by the straight line. After the two sums have been abbreviated to `A` and `D`, `hmin` states that \(g\) has a local minimum at zero, `hg` gives its derivative, and `hstat` sets that derivative to zero.

The hypothesis `hW` is the assumed differentiability of \(W\) at zero. Physically, it excludes a kink in the weighted energy when the perturbation is switched on. Degenerate perturbation theory supplies it whenever all states within each degenerate level of \(H_0\) carry the same weight, a fact quoted here as background and not derived. The conclusion `HasDerivAt` gives the value of the derivative. If \(W\) is differentiable at zero, the theorem applies to every ordered eigenbasis, and since a derivative is unique, the weighted sum of expectation values of \(V\) is the same for all of them, even where the individual terms differ.

One step left open towards a real atom or molecule is the passage from a finite basis to the infinite-dimensional space of its electronic states.

```lean
#print axioms EnsembleHellmannFeynman.ensemble_hellmann_feynman
```

```
'EnsembleHellmannFeynman.ensemble_hellmann_feynman' depends on axioms: [propext, Classical.choice, Quot.sound]
```
